# Up to half substitution, one more identical substituent never lowers the number of isomers

If a molecular skeleton has n substitution sites and i_m isomers with m identical substituents, then i_m ≤ i_(m+1) whenever 2m + 1 ≤ n. Isomers here are patterns of occupied sites, counted up to a symmetry group G that permutes the sites. Without symmetry this is the growth of binomial coefficients, but symmetry can merge different numbers of patterns at m and at m + 1. How do I prove the inequality for every G, in a form that Lean can check?

## An injective map from functions of m-isomers to functions of (m+1)-isomers

Compare spaces of functions instead of the isomers themselves. For a real function f on patterns, define

(Uf)(T) = Σ_{x∈T} f(T∖{x})

(Df)(S) = Σ_{x∉S} f(S∪{x}).

Expanding both products gives

(DUf)(S) = (n − |S|) f(S) + Σ_{x∉S} Σ_{y∈S} f((S∖{y})∪{x})

(UDf)(S) = |S| f(S) + Σ_{y∈S} Σ_{x∉S} f((S∖{y})∪{x}).

The double sums, which move one substituent, are equal. Hence

(DUf)(S) − (UDf)(S) = (n − 2|S|) f(S).

With ⟨h, f⟩ = Σ_S h(S) f(S) for real functions h and f on patterns, the operators are adjoint, ⟨h, Df⟩ = ⟨Uh, f⟩: both sides sum h(S) f(T) over pairs in which T is S plus one site.

Now let f vanish except on m-site patterns, and let Uf = 0. Then

0 = ⟨f, DUf⟩ = ⟨f, UDf⟩ + (n − 2m)⟨f, f⟩ = ⟨Df, Df⟩ + (n − 2m)⟨f, f⟩.

Since n − 2m ≥ 1, both terms are nonnegative, so f = 0.

If f is unchanged by symmetry, so is Uf: for g in G,

(Uf)(gT) = Σ_{x∈T} f(gT∖{gx}) = Σ_{x∈T} f(g(T∖{x})) = (Uf)(T).

Thus U maps functions of m-isomers injectively and linearly into functions of (m+1)-isomers. These spaces have dimensions i_m and i_(m+1), which proves the inequality.

For the trivial group every pattern is its own isomer, and the result reduces to C(n, m) ≤ C(n, m+1).

## Sites, symmetry and isomers in Lean

The finite type `α` is the set of sites, a `Finset α` is a pattern, and `MulAction G α` lets the group permute sites. `isomerSetoid` identifies two m-site patterns when some g carries one to the other, and `numIsomers G α m` counts the classes. The main theorem, `numIsomers_le_succ`, assumes only `2 * m + 1 ≤ Fintype.card α`; G need not be finite.

The choice of G decides which patterns count as the same isomer: with proper rotations only, enantiomeric patterns count separately, while improper operations can merge them. The skeleton is fixed and the substituents are identical and structureless; stability and conformation play no role.

The same inequality gives a consistency check on lists that should contain every symmetry-distinct dopant configuration exactly once, for a simulation cell with n fixed sites, each holding either the host atom or the one dopant species. If, under the same symmetry group, the list for m + 1 dopants is shorter than the list for m although 2m + 1 ≤ n, at least one of the two lists is wrong. Passing the check does not show that the lists are complete.

```lean
import Mathlib

open Finset
open scoped Pointwise

namespace SubstitutionIsomers

variable {α : Type*} [Fintype α] [DecidableEq α]

/-- The value at a pattern `T` is the sum of `f` over all patterns obtained from `T` by
deleting one substituent. -/
def addSite (f : Finset α → ℝ) (T : Finset α) : ℝ := ∑ x ∈ T, f (T.erase x)

/-- The value at a pattern `S` is the sum of `f` over all patterns obtained from `S` by
substituting one more site. -/
def removeSite (f : Finset α → ℝ) (S : Finset α) : ℝ := ∑ x ∈ Sᶜ, f (insert x S)

/-- The commutator of the two operators multiplies `f S` by the number of free sites minus
the number of substituted sites. -/
theorem removeSite_addSite (f : Finset α → ℝ) (S : Finset α) :
    removeSite (addSite f) S =
      addSite (removeSite f) S + ((Fintype.card α : ℝ) - 2 * (S.card : ℝ)) * f S := by
  -- Separate the moves that restore `S` from those that shift one substituent.
  have h1 : removeSite (addSite f) S =
      ∑ x ∈ Sᶜ, (f S + ∑ y ∈ S, f (insert x (S.erase y))) := by
    unfold removeSite
    refine Finset.sum_congr rfl fun x hx => ?_
    have hx' : x ∉ S := by simpa using hx
    unfold addSite
    rw [Finset.sum_insert hx', Finset.erase_insert hx']
    congr 1
    refine Finset.sum_congr rfl fun y hy => ?_
    have hxy : x ≠ y := by
      rintro rfl
      exact hx' hy
    rw [Finset.erase_insert_of_ne hxy]
  have h2 : addSite (removeSite f) S =
      ∑ y ∈ S, (f S + ∑ x ∈ Sᶜ, f (insert x (S.erase y))) := by
    unfold addSite
    refine Finset.sum_congr rfl fun y hy => ?_
    have hc : (S.erase y)ᶜ = insert y Sᶜ := by
      ext z
      simp only [Finset.mem_compl, Finset.mem_erase, Finset.mem_insert]
      tauto
    have hy' : y ∉ Sᶜ := by simpa using hy
    unfold removeSite
    rw [hc, Finset.sum_insert hy', Finset.insert_erase hy]
  have h3 : ∑ x ∈ Sᶜ, ∑ y ∈ S, f (insert x (S.erase y)) =
      ∑ y ∈ S, ∑ x ∈ Sᶜ, f (insert x (S.erase y)) := Finset.sum_comm
  have hc : ((Sᶜ.card : ℕ) : ℝ) = (Fintype.card α : ℝ) - (S.card : ℝ) := by
    rw [Finset.card_compl, Nat.cast_sub (Finset.card_le_univ S)]
  rw [h1, h2]
  simp only [Finset.sum_add_distrib, Finset.sum_const, nsmul_eq_mul, hc]
  linear_combination h3

/-- The two operators are adjoint to each other for the standard inner product on functions
of substitution patterns. -/
theorem sum_mul_removeSite (g f : Finset α → ℝ) :
    ∑ S, g S * removeSite f S = ∑ T, addSite g T * f T := by
  simp only [removeSite, addSite, Finset.mul_sum, Finset.sum_mul]
  rw [Finset.sum_sigma', Finset.sum_sigma']
  refine Finset.sum_bij' (fun p _ => ⟨insert p.2 p.1, p.2⟩)
    (fun p _ => ⟨p.1.erase p.2, p.2⟩) ?_ ?_ ?_ ?_ ?_
  · rintro ⟨S, x⟩ h
    simp
  · rintro ⟨S, x⟩ h
    simp
  · rintro ⟨S, x⟩ h
    have hx : x ∉ S := by simpa using h
    simp [Finset.erase_insert hx]
  · rintro ⟨S, x⟩ h
    have hx : x ∈ S := by simpa using h
    simp [Finset.insert_erase hx]
  · rintro ⟨S, x⟩ h
    have hx : x ∉ S := by simpa using h
    simp [Finset.erase_insert hx]

/-- If `2m + 1 ≤ n`, a function living on patterns with `m` substituents and annihilated by
`addSite` vanishes. -/
theorem eq_zero_of_addSite_eq_zero {m : ℕ} (hm : 2 * m + 1 ≤ Fintype.card α)
    (f : Finset α → ℝ) (hf : ∀ S, S.card ≠ m → f S = 0)
    (h : ∀ T, addSite f T = 0) (S : Finset α) : f S = 0 := by
  have h0 : ∀ S, removeSite (addSite f) S = 0 := by
    intro S
    simp [removeSite, h]
  -- Take the inner product of the commutator identity with `f`.
  have h1 : ∑ S, f S * addSite (removeSite f) S +
      ((Fintype.card α : ℝ) - 2 * (m : ℝ)) * ∑ S, f S ^ 2 = 0 := by
    rw [Finset.mul_sum, ← Finset.sum_add_distrib]
    refine Finset.sum_eq_zero fun S _ => ?_
    have e := removeSite_addSite f S
    rw [h0] at e
    by_cases hS : S.card = m
    · rw [hS] at e
      linear_combination (-f S) * e
    · rw [hf S hS]
      simp
  have h2 : ∑ S, f S * addSite (removeSite f) S = ∑ S, removeSite f S * removeSite f S :=
    (Finset.sum_congr rfl fun S _ => mul_comm _ _).trans
      (sum_mul_removeSite (removeSite f) f).symm
  have h3 : 0 ≤ ∑ S, removeSite f S * removeSite f S :=
    Finset.sum_nonneg fun S _ => mul_self_nonneg _
  have h4 : 0 ≤ ∑ S, f S ^ 2 := Finset.sum_nonneg fun S _ => sq_nonneg _
  have hc : (1 : ℝ) ≤ (Fintype.card α : ℝ) - 2 * (m : ℝ) := by
    have h' : ((2 * m + 1 : ℕ) : ℝ) ≤ (Fintype.card α : ℝ) := by exact_mod_cast hm
    push_cast at h'
    linarith
  have h5 : ∑ S, f S ^ 2 = 0 := by
    have h6 := mul_le_mul_of_nonneg_right hc h4
    linarith
  have h7 := (Finset.sum_eq_zero_iff_of_nonneg (fun S _ => sq_nonneg (f S))).1 h5 S
    (Finset.mem_univ S)
  simpa using h7

/-- Two patterns with `m` substituents are the same isomer if a symmetry operation in `G`
carries one to the other. -/
def isomerSetoid (G α : Type*) [DecidableEq α] [Group G] [MulAction G α] (m : ℕ) :
    Setoid {S : Finset α // S.card = m} where
  r S T := ∃ g : G, g • S.1 = T.1
  iseqv :=
    { refl := fun S => ⟨1, one_smul G S.1⟩
      symm := by
        rintro S T ⟨g, h⟩
        exact ⟨g⁻¹, by rw [← h, inv_smul_smul]⟩
      trans := by
        rintro S T U ⟨g, h⟩ ⟨k, h'⟩
        exact ⟨k * g, by rw [mul_smul, h, h']⟩ }

/-- The number of isomers with `m` identical substituents on the sites `α`. -/
noncomputable def numIsomers (G α : Type*) [DecidableEq α] [Group G] [MulAction G α]
    (m : ℕ) : ℕ := Nat.card (Quotient (isomerSetoid G α m))

variable {G : Type*} [Group G] [MulAction G α]

/-- A function of isomers, read as a function of patterns that is zero unless there are
exactly `m` substituents. -/
noncomputable def classFun {m : ℕ} (φ : Quotient (isomerSetoid G α m) → ℝ)
    (S : Finset α) : ℝ :=
  if h : S.card = m then φ (Quotient.mk _ ⟨S, h⟩) else 0

omit [Fintype α] in
/-- A function of isomers takes equal values on symmetry-related patterns. -/
theorem classFun_smul {m : ℕ} (φ : Quotient (isomerSetoid G α m) → ℝ) (g : G)
    (S : Finset α) : classFun φ (g • S) = classFun φ S := by
  unfold classFun
  by_cases h : S.card = m
  · have h' : (g • S).card = m := by rw [Finset.card_smul_finset, h]
    rw [dif_pos h', dif_pos h]
    exact congrArg φ (Quotient.sound
      (show ∃ k : G, k • (g • S) = S from ⟨g⁻¹, inv_smul_smul g S⟩))
  · have h' : ¬ (g • S).card = m := by rwa [Finset.card_smul_finset]
    rw [dif_neg h', dif_neg h]

omit [Fintype α] in
/-- If `f` is invariant under the symmetry group, so is `addSite f`. -/
theorem addSite_smul (f : Finset α → ℝ) (hf : ∀ (g : G) S, f (g • S) = f S) (g : G)
    (T : Finset α) : addSite f (g • T) = addSite f T := by
  unfold addSite
  symm
  refine Finset.sum_bij (fun x _ => g • x) (fun x hx => Finset.smul_mem_smul_finset hx)
    (fun x _ y _ h => MulAction.injective g h) ?_ ?_
  · intro y hy
    obtain ⟨x, hx, rfl⟩ := Finset.mem_smul_finset.1 hy
    exact ⟨x, hx, rfl⟩
  · intro x _
    have he : (g • T).erase (g • x) = g • T.erase x := by
      ext z
      simp only [Finset.mem_erase, ← Finset.inv_smul_mem_iff, ne_eq, inv_smul_eq_iff]
    rw [he, hf]

variable (G α)

/-- If `2m + 1 ≤ n`, there are at least as many isomers with `m + 1` identical substituents as with
`m`. -/
theorem numIsomers_le_succ {m : ℕ} (hm : 2 * m + 1 ≤ Fintype.card α) :
    numIsomers G α m ≤ numIsomers G α (m + 1) := by
  -- `addSite` descends to a linear map between functions of isomers.
  let L : (Quotient (isomerSetoid G α m) → ℝ) →ₗ[ℝ]
      (Quotient (isomerSetoid G α (m + 1)) → ℝ) :=
    { toFun := fun φ q => addSite (classFun φ) q.out.1
      map_add' := by
        intro φ ψ
        funext q
        simp only [addSite, Pi.add_apply, ← Finset.sum_add_distrib]
        refine Finset.sum_congr rfl fun x _ => ?_
        unfold classFun
        split_ifs <;> simp
      map_smul' := by
        intro c φ
        funext q
        simp only [addSite, Pi.smul_apply, smul_eq_mul, Finset.mul_sum, RingHom.id_apply]
        refine Finset.sum_congr rfl fun x _ => ?_
        unfold classFun
        split_ifs <;> simp }
  have hL : Function.Injective L := by
    refine (injective_iff_map_eq_zero L).2 fun φ hφ => ?_
    have hz : ∀ T, addSite (classFun φ) T = 0 := by
      intro T
      by_cases hT : T.card = m + 1
      · have key := Quotient.exact
          (Quotient.out_eq (Quotient.mk (isomerSetoid G α (m + 1)) ⟨T, hT⟩))
        obtain ⟨g, hg⟩ := key
        exact (congrArg (addSite (classFun φ)) hg.symm).trans
          ((addSite_smul _ (classFun_smul φ) g _).trans
            (congrFun hφ (Quotient.mk (isomerSetoid G α (m + 1)) ⟨T, hT⟩)))
      · unfold addSite
        refine Finset.sum_eq_zero fun x hx => ?_
        have hcard := Finset.card_erase_add_one hx
        have hne : ¬ (T.erase x).card = m := by omega
        exact dif_neg hne
    have hF := eq_zero_of_addSite_eq_zero hm (classFun φ) (fun S hS => dif_neg hS) hz
    funext q
    obtain ⟨S, rfl⟩ := Quotient.exists_rep q
    have hS := hF S.1
    unfold classFun at hS
    rw [dif_pos S.2] at hS
    exact hS
  -- The dimensions of the two function spaces are the two isomer counts.
  let := Fintype.ofFinite (Quotient (isomerSetoid G α m))
  let := Fintype.ofFinite (Quotient (isomerSetoid G α (m + 1)))
  have h := LinearMap.finrank_le_finrank_of_injective hL
  simp only [Module.finrank_fintype_fun_eq_card, ← Nat.card_eq_fintype_card] at h
  exact h

/-- If `m + k` is the number of sites, there are as many isomers with `m` substituents as
with `k`. -/
theorem numIsomers_compl {m k : ℕ} (h : m + k = Fintype.card α) :
    numIsomers G α m = numIsomers G α k := by
  have hs : ∀ (g : G) (S : Finset α), g • Sᶜ = (g • S)ᶜ := by
    intro g S
    ext z
    simp only [Finset.mem_compl, ← Finset.inv_smul_mem_iff]
  -- Exchange substituted and free sites.
  let e : {S : Finset α // S.card = m} ≃ {S : Finset α // S.card = k} :=
    { toFun := fun S => ⟨(S.1)ᶜ, by rw [Finset.card_compl, S.2]; omega⟩
      invFun := fun S => ⟨(S.1)ᶜ, by rw [Finset.card_compl, S.2]; omega⟩
      left_inv := fun S => Subtype.ext (compl_compl S.1)
      right_inv := fun S => Subtype.ext (compl_compl S.1) }
  refine Nat.card_congr (Quotient.congr e fun S T => ?_)
  change (∃ g : G, g • S.1 = T.1) ↔ ∃ g : G, g • (S.1)ᶜ = (T.1)ᶜ
  simp only [hs, compl_inj_iff]

/-- If `n ≤ 2m + 1`, there are at most as many isomers with `m + 1` identical substituents
as with `m`. -/
theorem numIsomers_succ_le {m : ℕ} (hm : Fintype.card α ≤ 2 * m + 1) :
    numIsomers G α (m + 1) ≤ numIsomers G α m := by
  by_cases h : m + 1 ≤ Fintype.card α
  · obtain ⟨k, hk⟩ := Nat.exists_eq_add_of_le h
    rw [numIsomers_compl α G (m := m + 1) (k := k) (by omega),
      numIsomers_compl α G (m := m) (k := k + 1) (by omega)]
    exact numIsomers_le_succ α G (by omega)
  · -- There are too few sites for `m + 1` substituents.
    have : IsEmpty (Quotient (isomerSetoid G α (m + 1))) := ⟨fun q => by
      obtain ⟨S, _⟩ := Quotient.exists_rep q
      have h1 := Finset.card_le_univ S.1
      have h2 := S.2
      omega⟩
    unfold numIsomers
    rw [Nat.card_of_isEmpty]
    exact Nat.zero_le _

/-- If `m ≤ k` and `m + k ≤ n`, there are at least as many isomers with `k` identical
substituents as with `m`. -/
theorem numIsomers_le_of_add_le {m k : ℕ} (hmk : m ≤ k) (h : m + k ≤ Fintype.card α) :
    numIsomers G α m ≤ numIsomers G α k := by
  have up : ∀ j, m ≤ j → 2 * j ≤ Fintype.card α + 1 →
      numIsomers G α m ≤ numIsomers G α j := by
    intro j hj
    induction j, hj using Nat.le_induction with
    | base => exact fun _ => le_rfl
    | succ j hj ih =>
      intro h'
      exact (ih (by omega)).trans (numIsomers_le_succ α G (by omega))
  by_cases hk : 2 * k ≤ Fintype.card α + 1
  · exact up k hmk hk
  · -- Beyond half substitution, count the free sites instead.
    rw [numIsomers_compl α G (m := k) (k := Fintype.card α - k) (by omega)]
    exact up _ (by omega) (by omega)

end SubstitutionIsomers
```

```lean
#print axioms SubstitutionIsomers.numIsomers_succ_le
#print axioms SubstitutionIsomers.numIsomers_le_of_add_le
```

```
'SubstitutionIsomers.numIsomers_succ_le' depends on axioms: [propext, Classical.choice, Quot.sound]
'SubstitutionIsomers.numIsomers_le_of_add_le' depends on axioms: [propext, Classical.choice, Quot.sound]
```

## How the Lean proof follows the calculation

`addSite` is U and `removeSite` is D. In `removeSite_addSite`, `h1` and `h2` are the two expansions, `h3` exchanges the double sums, and `linear_combination` subtracts. `sum_mul_removeSite` proves adjointness by matching (S, x) with (S∪{x}, x). `eq_zero_of_addSite_eq_zero` takes the inner product with f and uses positivity to conclude that f vanishes.

`classFun` turns a function of isomers into a function of patterns, zero away from m substituents. `classFun_smul` and `addSite_smul` supply the invariance. In `numIsomers_le_succ`, the linear map `L` evaluates U on a chosen representative of each isomer. If `L` gives zero, invariance extends this to every (m+1)-site pattern, and at other sizes all terms already vanish. Injectivity then gives the comparison of dimensions through `finrank`.

Three further theorems follow:

- `numIsomers_compl` exchanges occupied and free sites, so i_m = i_k when m + k = n.
- `numIsomers_succ_le` uses this exchange to show i_(m+1) ≤ i_m when n ≤ 2m + 1. If m + 1 exceeds n, the left side is zero.
- `numIsomers_le_of_add_le` gives i_m ≤ i_k when m ≤ k and m + k ≤ n. It chains single steps by induction, first replacing k by n − k if k lies too far beyond half substitution.
